# Six field directions recover the symmetric quadratic response of a cubic field expansion in three dimensions, and five central differences never do

## One and two field components

For a single field component $x$, let $F(x)=c+bx+\tfrac12 \kappa x^2+\tfrac16 tx^3$ with real coefficients. Adding $F(x)$ and $F(-x)$ removes the odd powers and leaves $2c+\kappa x^2$, so $F(x)+F(-x)-2F(0)=\kappa x^2$ exactly. With two components the quadratic term is $\tfrac12E^TAE$ with a symmetric $2\times2$ matrix $A$ of three independent elements. The axes $e_0,e_1$ alone do not determine it: $A=\begin{pmatrix}0&1\\1&0\end{pmatrix}$ has $e_0^TAe_0=e_1^TAe_1=0$. The direction $e_0+e_1$ detects it, with value $2$.

## Polarizability derivatives from forces in a field

A molecule with dipole $\mu$ and polarizability $\alpha$ in a static field $E$ has energy $U=U_0-\mu\cdot E-\tfrac12E^T\alpha E-\dots$, and the force along a nuclear coordinate $R$ is $-\partial U/\partial R$, whose quadratic part is $\tfrac12E^T(\partial\alpha/\partial R)E$. Thus $A=-\alpha$ for the energy and $A=\partial\alpha/\partial R$ for a force component. Taken along a normal coordinate, the latter tensor determines the non-resonant Raman activity of that mode in the polarizability approximation, provided the polarizability at the frequency of the light is replaced by the static one. The result below, for a static field and a response truncated at third order, gives one set of field directions whose central differences fix it, together with a lower bound on the number of central differences needed.

## Cancellation, recovery and counting

Let the field have $N$ components and
$$F(E)=c+b\cdot E+\tfrac12E^TAE+\tfrac16\sum_{ijk}T_{ijk}E_iE_jE_k ,\qquad A^T=A .$$
Under $E\to-E$ the linear and cubic terms change sign and the others do not, so $F(E)+F(-E)=2c+E^TAE$. Since $F(0)=c$,
$$\Delta(E):=F(E)+F(-E)-2F(0)=E^TAE .$$
For a direction $d$ and a scale $h\ne0$, the curvature $D(d):=\Delta(hd)/h^2$ equals $d^TAd$, independently of $h$. With $e_a$ the unit vector along axis $a$, $e_a^TAe_b=A_{ab}$, hence $D(e_a)=A_{aa}$ and
$$D(e_a+e_b)=A_{aa}+A_{ab}+A_{ba}+A_{bb}=D(e_a)+D(e_b)+2A_{ab}.$$
The vector $e_a+e_b$ with $a\ne b$ has length $\sqrt2$, so that field has magnitude $\sqrt2\,|h|$; along the unit vector $(e_a+e_b)/\sqrt2$ the curvature is $\tfrac12(A_{aa}+A_{bb})+A_{ab}$.

For the lower bound take any $m$ vectors $d_k$. The map $A\mapsto(d_k^TAd_k)_k$ is linear from the symmetric matrices, of dimension $N(N+1)/2$, to $\mathbb R^m$. If $m<N(N+1)/2$, rank–nullity gives a nonzero symmetric $B$ in its kernel. Every response with quadratic part $B$ then has $\Delta(d_k)=0$ for all $k$, and $A$ and $A+B$ give identical differences. For $N=3$ the threshold is six.

## What the theorems say

The type `n` indexes the field components, $N$ is `Fintype.card n`, and the three Cartesian axes are `0`, `1`, `2` of `Fin 3`. A `FieldExpansion` holds $c,b,A,T$ with the condition `symm`, and `eval` is $F$. Symmetry of $A$ reflects that $A$ is the Hessian of $F$ at zero field; $T$ is arbitrary. The response is given by its coefficients, so truncation at third order is assumed in the definition and not derived. `centralDiff`, `curvature` and `axis` are $\Delta$, $D$ and $e_a$.

`centralDiff_eval` states $\Delta(E)=E^TAE$ for every $E$. `diag_recovery` and `offdiag_recovery` give the elements of $A$ for every `h ≠ 0`, the second for all $a,b$ including $a=b$. `six_directions` writes out the $3\times3$ matrix. `too_few_directions` takes vectors `d k` of arbitrary length, indexed by a finite type `ι` with fewer than `(Fintype.card n + 1).choose 2` $=N(N+1)/2$ elements, and yields a nonzero symmetric matrix for which all differences vanish whatever $c,b,T$ are. Under the same bound on the number of vectors, `indistinguishable` gives every `P` a partner `Q` with `Q.A ≠ P.A` and equal differences, and `five_directions` is the case $N=3$, $m=5$ of `too_few_directions`.

The lower bound concerns central differences of one scalar response whose matrix $A$ is known only to be symmetric; where molecular symmetry leaves fewer independent elements, fewer differences can suffice. Schemes using other data, such as induced dipole vectors, are not addressed. Frequency dependence and numerical noise are absent. A quartic term would be expected to shift $D$ at order $h^2$, a remark that no theorem here establishes.

## The Lean file

```lean
import Mathlib

open Matrix

namespace FiniteFieldRaman

noncomputable section

variable {n : Type*} [Fintype n] [DecidableEq n]

/-- Coefficients of a response that is a polynomial of degree at most three in the field:
constant `c`, linear part `b`, symmetric quadratic part `A`, cubic part `T`. -/
structure FieldExpansion (n : Type*) where
  c : ℝ
  b : n → ℝ
  A : Matrix n n ℝ
  T : n → n → n → ℝ
  symm : A.IsSymm

/-- The cubic form `∑ T_ijk E_i E_j E_k` of the field. -/
def cubic (T : n → n → n → ℝ) (E : n → ℝ) : ℝ :=
  ∑ i, ∑ j, ∑ k, T i j k * E i * E j * E k

/-- The response `F(E) = c + b·E + EᵀAE/2 + T(E,E,E)/6` in the field `E`. -/
def FieldExpansion.eval (P : FieldExpansion n) (E : n → ℝ) : ℝ :=
  P.c + P.b ⬝ᵥ E + (E ⬝ᵥ P.A *ᵥ E) / 2 + cubic P.T E / 6

/-- The central second difference `F(E) + F(-E) - 2F(0)`. -/
def centralDiff (F : (n → ℝ) → ℝ) (E : n → ℝ) : ℝ :=
  F E + F (-E) - 2 * F 0

/-- The central difference for the field `h d`, divided by `h²`. -/
def curvature (F : (n → ℝ) → ℝ) (h : ℝ) (d : n → ℝ) : ℝ :=
  centralDiff F (h • d) / h ^ 2

/-- The unit vector `e_a` along the Cartesian axis `a`. -/
def axis (a : n) : n → ℝ := Pi.single a 1

/-- The matrix whose entry `(i, j)` is the value assigned to the unordered pair `{i, j}`. -/
def symOf (u : Sym2 n → ℝ) : Matrix n n ℝ := Matrix.of fun i j => u s(i, j)

omit [DecidableEq n] in
/-- The cubic form changes sign when the field is reversed. -/
theorem cubic_neg (T : n → n → n → ℝ) (E : n → ℝ) : cubic T (-E) = -cubic T E := by
  unfold cubic
  simp only [Pi.neg_apply, ← Finset.sum_neg_distrib]
  refine Finset.sum_congr rfl fun i _ => Finset.sum_congr rfl fun j _ =>
    Finset.sum_congr rfl fun k _ => ?_
  ring

omit [DecidableEq n] in
/-- For a response of degree at most three, `F(E) + F(-E) - 2F(0) = EᵀAE` for every field. -/
theorem centralDiff_eval (P : FieldExpansion n) (E : n → ℝ) :
    centralDiff P.eval E = E ⬝ᵥ P.A *ᵥ E := by
  have h0 : cubic P.T 0 = 0 := by simp [cubic]
  -- the odd orders cancel between `E` and `-E`, the constant against `2F(0)`
  simp only [centralDiff, FieldExpansion.eval, cubic_neg, h0, mulVec_neg, dotProduct_neg,
    neg_dotProduct, mulVec_zero, dotProduct_zero, neg_neg]
  ring

omit [DecidableEq n] in
/-- For every nonzero scale `h` the curvature along `d` equals `dᵀAd`. -/
theorem curvature_eval (P : FieldExpansion n) {h : ℝ} (hh : h ≠ 0) (d : n → ℝ) :
    curvature P.eval h d = d ⬝ᵥ P.A *ᵥ d := by
  unfold curvature
  rw [centralDiff_eval, mulVec_smul, smul_dotProduct, dotProduct_smul,
    div_eq_iff (pow_ne_zero 2 hh)]
  simp only [smul_eq_mul]
  ring

/-- Between two axes the bilinear form of `A` is the matrix element: `e_aᵀ A e_b = A_ab`. -/
theorem axis_form (A : Matrix n n ℝ) (a b : n) : axis a ⬝ᵥ A *ᵥ axis b = A a b := by
  unfold axis
  rw [single_dotProduct]
  show 1 * ((fun j => A a j) ⬝ᵥ (Pi.single b (1 : ℝ) : n → ℝ)) = A a b
  rw [dotProduct_single]
  simp

/-- The diagonal element `A_aa` is the curvature along the axis `e_a`. -/
theorem diag_recovery (P : FieldExpansion n) {h : ℝ} (hh : h ≠ 0) (a : n) :
    P.A a a = curvature P.eval h (axis a) := by
  rw [curvature_eval P hh, axis_form]

/-- The element `A_ab` is half the curvature along `e_a + e_b` minus half the curvatures
along `e_a` and along `e_b`. -/
theorem offdiag_recovery (P : FieldExpansion n) {h : ℝ} (hh : h ≠ 0) (a b : n) :
    P.A a b = (curvature P.eval h (axis a + axis b) - curvature P.eval h (axis a)
      - curvature P.eval h (axis b)) / 2 := by
  have hs : P.A b a = P.A a b := P.symm.apply a b
  simp only [curvature_eval P hh, mulVec_add, add_dotProduct, dotProduct_add, axis_form]
  linarith

/-- In three dimensions the whole tensor `A` is written out from the curvatures along the six
directions `e_a` and `e_a + e_b`, with `a < b`, for any nonzero scale `h`. -/
theorem six_directions (P : FieldExpansion (Fin 3)) {h : ℝ} (hh : h ≠ 0) :
    let D : (Fin 3 → ℝ) → ℝ := curvature P.eval h
    P.A = !![D (axis 0), (D (axis 0 + axis 1) - D (axis 0) - D (axis 1)) / 2,
               (D (axis 0 + axis 2) - D (axis 0) - D (axis 2)) / 2;
             (D (axis 0 + axis 1) - D (axis 0) - D (axis 1)) / 2, D (axis 1),
               (D (axis 1 + axis 2) - D (axis 1) - D (axis 2)) / 2;
             (D (axis 0 + axis 2) - D (axis 0) - D (axis 2)) / 2,
               (D (axis 1 + axis 2) - D (axis 1) - D (axis 2)) / 2, D (axis 2)] := by
  dsimp only
  rw [← offdiag_recovery P hh 0 1, ← offdiag_recovery P hh 0 2, ← offdiag_recovery P hh 1 2,
    ← diag_recovery P hh 0, ← diag_recovery P hh 1, ← diag_recovery P hh 2]
  ext i j
  -- the lower triangle follows from the symmetry of `A`
  fin_cases i <;> fin_cases j <;> first | rfl | exact P.symm.apply _ _

omit [DecidableEq n] in
/-- For fewer than `N(N+1)/2` field vectors, `N = Fintype.card n`, there is a nonzero symmetric `A`
such that every response with quadratic part `A` has vanishing central difference along all of them.
-/
theorem too_few_directions {ι : Type*} [Fintype ι] (d : ι → n → ℝ)
    (hcard : Fintype.card ι < (Fintype.card n + 1).choose 2) :
    ∃ A : Matrix n n ℝ, A.IsSymm ∧ A ≠ 0 ∧
      ∀ P : FieldExpansion n, P.A = A → ∀ k, centralDiff P.eval (d k) = 0 := by
  -- the measured values depend linearly on the independent elements of `A`
  let L : (Sym2 n → ℝ) →ₗ[ℝ] (ι → ℝ) :=
    { toFun := fun u k => d k ⬝ᵥ symOf u *ᵥ d k
      map_add' := by
        intro u v
        funext k
        show d k ⬝ᵥ (symOf u + symOf v) *ᵥ d k
          = d k ⬝ᵥ symOf u *ᵥ d k + d k ⬝ᵥ symOf v *ᵥ d k
        rw [add_mulVec, dotProduct_add]
      map_smul' := by
        intro r u
        funext k
        show d k ⬝ᵥ (r • symOf u) *ᵥ d k = r • (d k ⬝ᵥ symOf u *ᵥ d k)
        rw [Matrix.smul_mulVec, dotProduct_smul] }
  have hS : Fintype.card (Sym2 n) = (Fintype.card n + 1).choose 2 := by
    convert Sym2.card (α := n)
  -- more unknowns than equations: the kernel is nontrivial
  have hlt : Module.finrank ℝ (ι → ℝ) < Module.finrank ℝ (Sym2 n → ℝ) := by
    rw [Module.finrank_fintype_fun_eq_card, Module.finrank_fintype_fun_eq_card, hS]
    exact hcard
  obtain ⟨u, hu, hu0⟩ :=
    (Submodule.ne_bot_iff _).1 (LinearMap.ker_ne_bot_of_finrank_lt (f := L) hlt)
  refine ⟨symOf u, IsSymm.ext fun i j => congrArg u Sym2.eq_swap, ?_, ?_⟩
  · intro hz
    apply hu0
    funext z
    induction z using Sym2.ind with
    | _ i j => exact congrFun (congrFun hz i) j
  · intro P hP k
    rw [centralDiff_eval, hP]
    exact congrFun (LinearMap.mem_ker.1 hu) k

omit [DecidableEq n] in
/-- For fewer than `N(N+1)/2` field vectors, `N = Fintype.card n`, every response has a partner with
a different quadratic part and the same central differences along all the directions. -/
theorem indistinguishable {ι : Type*} [Fintype ι] (d : ι → n → ℝ)
    (hcard : Fintype.card ι < (Fintype.card n + 1).choose 2) (P : FieldExpansion n) :
    ∃ Q : FieldExpansion n, Q.A ≠ P.A ∧
      ∀ k, centralDiff Q.eval (d k) = centralDiff P.eval (d k) := by
  obtain ⟨B, hB, hB0, hz⟩ := too_few_directions d hcard
  refine ⟨⟨P.c, P.b, P.A + B, P.T, P.symm.add hB⟩, ?_, fun k => ?_⟩
  · intro hq
    apply hB0
    have hq' : P.A + B = P.A := hq
    simpa using hq'
  · have h1 := hz ⟨0, 0, B, 0, hB⟩ rfl k
    rw [centralDiff_eval] at h1
    have h2 : d k ⬝ᵥ B *ᵥ d k = 0 := h1
    rw [centralDiff_eval, centralDiff_eval]
    show d k ⬝ᵥ (P.A + B) *ᵥ d k = d k ⬝ᵥ P.A *ᵥ d k
    rw [add_mulVec, dotProduct_add, h2, add_zero]

/-- In three dimensions, for any five field directions some nonzero symmetric `A` makes all five
central differences vanish for every response with quadratic part `A`. -/
theorem five_directions (d : Fin 5 → Fin 3 → ℝ) :
    ∃ A : Matrix (Fin 3) (Fin 3) ℝ, A.IsSymm ∧ A ≠ 0 ∧
      ∀ P : FieldExpansion (Fin 3), P.A = A → ∀ k, centralDiff P.eval (d k) = 0 := by
  apply too_few_directions d
  rw [Fintype.card_fin, Fintype.card_fin]
  decide

end

end FiniteFieldRaman
```

```lean
#print axioms FiniteFieldRaman.six_directions
-- 'FiniteFieldRaman.six_directions' depends on axioms: [propext, Classical.choice, Quot.sound]
#print axioms FiniteFieldRaman.indistinguishable
-- 'FiniteFieldRaman.indistinguishable' depends on axioms: [propext, Classical.choice, Quot.sound]
#print axioms FiniteFieldRaman.five_directions
-- 'FiniteFieldRaman.five_directions' depends on axioms: [propext, Classical.choice, Quot.sound]
```

## From oddness to the kernel

`cubic_neg` flips the sign of the cubic form term by term inside the triple sum. `centralDiff_eval` moves every minus sign out of the dot products, after which `ring` performs the cancellation; symmetry of $A$ is not used there. `curvature_eval` pulls out the two factors of $h$ and clears the denominator with `div_eq_iff`. `axis_form` is $e_a^TAe_b=A_{ab}$. In `offdiag_recovery` bilinearity produces the four elements, and `linarith` merges $A_{ab}$ and $A_{ba}$ through `hs`. `six_directions` rewrites each expression back into a matrix element and checks nine entries, the lower triangle by symmetry.

In `too_few_directions`, `L` is the linear map above, `hlt` is the dimension inequality, and `LinearMap.ker_ne_bot_of_finrank_lt` supplies a nonzero kernel element without constructing it. `indistinguishable` keeps $c,b,T$ and replaces $A$ by `P.A + B`. `five_directions` reduces to $5<\binom42$, settled by `decide`.

## Unordered pairs as coordinates for symmetric matrices

On all $N\times N$ matrices with $N\ge2$ a nontrivial kernel would by itself show nothing, since every antisymmetric matrix lies in it; one would have to show that the kernel has dimension above $N(N-1)/2$ and then take the symmetric part of an element that is not antisymmetric. The proof therefore takes as domain the functions on `Sym2 n`, the unordered pairs `s(i, j)` with $i=j$ allowed, and `symOf u` places the value of `u` at $\{i,j\}$ in entry $(i,j)$. Three Mathlib facts do the work. `Sym2.eq_swap` identifies $\{i,j\}$ with $\{j,i\}$, which makes the matrix symmetric. `Sym2.card` counts $\binom{N+1}{2}$ pairs, which is the dimension of the function space. `Sym2.ind` says that every pair has the form `s(i, j)`, so a vanishing matrix forces `u` to vanish, and a nonzero `u` gives a nonzero matrix.
